# The Landsberg bound on the work of a solar cell, mode by mode

## Occupations, voltage and available work

A solar cell at temperature $T$ absorbs light from a photon mode of energy $E$ and emits light of the same energy. How much work can it deliver? Let $N$, $n$ and $n_0$ be the mean occupations of the incident, emitted and ambient light, all positive. Boltzmann's constant and the elementary charge are set to one, so voltage is an energy. Work is counted per mode, for one passage of the light. Define

$$s(x)=(1+x)\ln(1+x)-x\ln x,\qquad A(x)=\ln(1+1/x).$$

Here $s(x)$ is the entropy of a mode in a thermal state, of whatever temperature, with mean occupation $x$, and $A=s'$. The incident, emitted and ambient light are all taken to be of this kind; laser light of the same occupation has less entropy. We call $A$ the affinity, a word that chemists use for the driving force of a reaction. The cell has voltage $V=E-TA(n)$ and delivers the work $W=(N-n)V$. The available work of light with occupation $x$ is

$$B(x)=E(x-n_0)-T\,(s(x)-s(n_0)).$$

The ambient light is thermal at the cell temperature, which means $E=TA(n_0)$. Under this condition

$$W\le B(N),\quad\text{strictly if } N\neq n_0.$$

The definition of $W$ describes a cell in the radiative limit: each net absorbed photon delivers one charge at the voltage fixed by the emission. That a real device does this is a physical assumption.

The familiar Landsberg efficiency for blackbody sunlight follows after integration over a Planck spectrum and division by the incident energy; the bound here is on the work at given occupations. A detailed-balance simulation respects it if the work of each mode is computed as $W$, with the emission tied to the voltage by the formula above and the ambient light thermal at the cell temperature.

## Two losses, each an entropy production

For absorbed occupation $a$ and emitted occupation $b$, let

$$\sigma(a,b)=s(b)-s(a)+(a-b)A(b).$$

The difference $s(b)-s(a)$ is the entropy change of the light. At voltage $V=E-TA(b)$ the cell passes the heat $(a-b)(E-V)$ to its surroundings at temperature $T$, and this heat divided by $T$ is the last term. Inserting $A(b)=\ln(1+b)-\ln b$ and collecting terms gives

$$\sigma(a,b)=-\ln u-a\ln v,\qquad u=\frac{1+a}{1+b},\quad v=\frac{b(1+a)}{a(1+b)}.$$

Since $\ln u\le u-1$ and $\ln v\le v-1$,

$$\sigma(a,b)\ge-(u-1)-a(v-1)=1+a-\frac{(1+a)(1+b)}{1+b}=0.$$

If $a\ne b$, then $u\neq1$ and the inequality is strict.

Next, $B(N)-B(n)=E(N-n)-T(s(N)-s(n))$. Subtracting $T\sigma(N,n)$ cancels the entropies and leaves $(N-n)(E-TA(n))$, so

$$W=B(N)-B(n)-T\sigma(N,n).$$

With $E=TA(n_0)$, the available work of the emitted light is itself an entropy production:

$$B(n)=T\,[s(n_0)-s(n)+(n-n_0)A(n_0)]=T\sigma(n,n_0).$$

Both losses are therefore nonnegative, which is the bound. If $N\ne n_0$, then $n$ cannot equal both, and at least one loss is positive. Summing over modes gives the bound for many modes.

## A cascade approaches the bound

Let $K\ge1$ cells act in sequence, each absorbing what the previous one emits, with $x_k=N+(n_0-N)k/K$. Since $B(n_0)=0$, the balances add up to

$$\sum_{k=0}^{K-1}W_k=B(N)-T\sum_{k=0}^{K-1}\sigma(x_k,x_{k+1}).$$

From the definition, $\sigma(a,b)+\sigma(b,a)=(a-b)(A(b)-A(a))$, and both terms on the left are nonnegative. Each stage thus has $\sigma(x_k,x_{k+1})\le\frac{N-n_0}{K}\,(A(x_{k+1})-A(x_k))$. The affinities telescope, and the total loss is at most

$$\frac{T(N-n_0)(A(n_0)-A(N))}{K},$$

which vanishes as $K\to\infty$.

## Numbers for $N=3$, $n=2$, $n_0=1$

These occupations are chosen for easy arithmetic; in visible sunlight $N$ is far below one. Take $T=1$, so $E=\ln2\approx0.693$. The voltage is $\ln2-\ln\frac32=\ln\frac43\approx0.288$, and $W\approx0.288$. The available work is $B(3)=3\ln3-4\ln2\approx0.523$. The difference of $0.236$ consists of $\sigma(3,2)\approx0.066$ and $\sigma(2,1)\approx0.170$.

A second cell that takes occupation 2 to 1 has zero voltage and adds nothing. The two-stage cascade therefore also delivers $0.288$, above its guaranteed minimum $0.523-\ln\frac32\approx0.118$.

## The quantities in Lean

```lean
import Mathlib

open Finset Filter Topology

namespace LandsbergModeBound

noncomputable section
```

All quantities are real numbers. Positivity enters as a hypothesis of the theorems.

```lean
/-- Entropy of a photon mode with mean occupation `x > 0`, in units of Boltzmann's constant. -/
def photonEntropy (x : ℝ) : ℝ := (1 + x) * Real.log (1 + x) - x * Real.log x
```

This is $s$, the entropy of a mode in a thermal state with mean occupation $x$.

```lean
/-- The affinity `ln (1 + 1/x)` of a photon mode with occupation `x > 0`. -/
def affinity (x : ℝ) : ℝ := Real.log (1 + 1 / x)
```

This is $A$.

```lean
/-- Voltage (times the unit charge) of a cell at temperature `T` that emits occupation `n > 0`
into a mode of photon energy `E`. -/
def voltage (T E n : ℝ) : ℝ := E - T * affinity n
```

The voltage depends on the emitted occupation, not on the incident one.

```lean
/-- Work delivered by a cell that absorbs occupation `N` and emits occupation `n > 0`:
net number of absorbed photons times voltage. -/
def cellWork (T E N n : ℝ) : ℝ := (N - n) * voltage T E n
```

This is $W$. Nothing requires $n<N$.

```lean
/-- The Landsberg expression for one mode: energy minus `T` times entropy, for light of
occupation `N > 0` relative to ambient light of occupation `n0 > 0`. -/
def availableWork (T E n0 N : ℝ) : ℝ :=
  E * (N - n0) - T * (photonEntropy N - photonEntropy n0)
```

This is $B(N)$, with the ambient occupation as an explicit argument.

```lean
/-- Entropy produced when light of occupation `a > 0` is absorbed and light of occupation
`b > 0` is emitted: entropy change of the light plus `(a - b) ln (1 + 1/b)`. -/
def entropyProduction (a b : ℝ) : ℝ :=
  photonEntropy b - photonEntropy a + (a - b) * affinity b
```

This is $\sigma(a,b)$.

```lean
/-- Generalised Planck law: at temperature `T > 0` the emitted occupation `n > 0` is a
Bose-Einstein occupation whose chemical potential is the cell voltage. -/
theorem generalized_planck {T n : ℝ} (E : ℝ) (hT : 0 < T) (hn : 0 < n) :
    1 / (Real.exp ((E - voltage T E n) / T) - 1) = n := by
  have hpos : 0 < 1 + 1 / n := by positivity
  rw [voltage, sub_sub_cancel, mul_div_cancel_left₀ _ hT.ne', affinity,
    Real.exp_log hpos, add_sub_cancel_left, one_div_one_div]
```

The theorem confirms that `voltage` plays the role of the chemical potential in the emitted light. The proof reduces the exponent to $A(n)$, whose exponential is $1+1/n$.

## Positivity of the entropy production

```lean
/-- Absorbing and emitting light of different positive occupations produces entropy. -/
theorem entropyProduction_pos {a b : ℝ} (ha : 0 < a) (hb : 0 < b) (hab : a ≠ b) :
    0 < entropyProduction a b := by
  have ha1 : 0 < 1 + a := by linarith
  have hb1 : 0 < 1 + b := by linarith
  have haff : affinity b = Real.log (1 + b) - Real.log b := by
    have h : 1 + 1 / b = (1 + b) / b := by
      rw [add_div, div_self hb.ne', add_comm]
    rw [affinity, h, Real.log_div hb1.ne' hb.ne']
  -- two instances of `ln u ≤ u - 1`; the right-hand sides cancel once the second is multiplied by `a`
  have h1 : Real.log ((1 + a) / (1 + b)) < (1 + a) / (1 + b) - 1 := by
    apply Real.log_lt_sub_one_of_pos (by positivity)
    intro h
    rw [div_eq_one_iff_eq hb1.ne'] at h
    exact hab (by linarith)
  have h2 : Real.log (b * (1 + a) / (a * (1 + b))) ≤ b * (1 + a) / (a * (1 + b)) - 1 :=
    Real.log_le_sub_one_of_pos (by positivity)
  have h3 := mul_le_mul_of_nonneg_left h2 ha.le
  have h4 : a * (b * (1 + a) / (a * (1 + b)) - 1) + ((1 + a) / (1 + b) - 1) = 0 := by
    field_simp
    ring
  rw [Real.log_div ha1.ne' hb1.ne'] at h1
  rw [Real.log_div (by positivity) (by positivity), Real.log_mul hb.ne' ha1.ne',
    Real.log_mul ha.ne' hb1.ne'] at h3
  unfold entropyProduction photonEntropy
  rw [haff]
  linarith
```

Here `h1` is the strict inequality for $u$ and `h2` the non-strict one for $v$, which `h3` multiplies by $a$. The cancellation of the right-hand sides is `h4`. After the logarithms are split, `linarith` combines the three.

```lean
/-- Entropy production is never negative for positive occupations. -/
theorem entropyProduction_nonneg {a b : ℝ} (ha : 0 < a) (hb : 0 < b) :
    0 ≤ entropyProduction a b := by
  by_cases h : a = b
  · simp [entropyProduction, h]
  · exact (entropyProduction_pos ha hb h).le
```

The case $a=b$ gives zero.

## The balance and the bound

```lean
/-- Work balance of a cell: the work is the drop in available work of the light, minus `T`
times the entropy produced. -/
theorem work_balance (T E n0 a b : ℝ) :
    cellWork T E a b =
      availableWork T E n0 a - availableWork T E n0 b - T * entropyProduction a b := by
  unfold cellWork voltage availableWork entropyProduction
  ring
```

The balance is an algebraic identity, so it needs neither positivity nor a condition on $E$.

```lean
/-- Landsberg bound for one mode in which ambient light at temperature `T > 0` has occupation
`n0`: the cell work is at most the available work of the incident light, and strictly less if
the incident occupation `N` differs from `n0`. All occupations are positive. -/
theorem landsberg_mode_bound {T E N n n0 : ℝ} (hT : 0 < T) (hN : 0 < N) (hn : 0 < n)
    (hn0 : 0 < n0) (hE : E = T * Real.log (1 + 1 / n0)) :
    cellWork T E N n ≤ availableWork T E n0 N ∧
      (N ≠ n0 → cellWork T E N n < availableWork T E n0 N) := by
  -- the emitted light still carries available work, which is lost to the ambient
  have hloss : availableWork T E n0 n = T * entropyProduction n n0 := by
    rw [hE]
    unfold availableWork entropyProduction affinity
    ring
  have hbal := work_balance T E n0 N n
  have h1 := mul_nonneg hT.le (entropyProduction_nonneg hN hn)
  have h2 := mul_nonneg hT.le (entropyProduction_nonneg hn hn0)
  refine ⟨by linarith, fun hne => ?_⟩
  by_cases h : N = n
  · have h3 := mul_pos hT (entropyProduction_pos hn hn0 (fun h' => hne (h.trans h')))
    linarith
  · have h3 := mul_pos hT (entropyProduction_pos hN hn h)
    linarith
```

The hypothesis `hE` says that the ambient light is thermal at $T$. The step `hloss` is $B(n)=T\sigma(n,n_0)$, and `h1` and `h2` are the signs of the two losses. For strictness the proof separates $N=n$, where the emitted light carries the loss, from $N\ne n$, where absorption does.

```lean
/-- Landsberg bound for finitely many modes with positive occupations at ambient temperature
`T > 0`: the total work is strictly below the total available work as soon as one mode of the
incident light differs from the ambient light. -/
theorem landsberg_total_bound {ι : Type*} (s : Finset ι) {T : ℝ} {E N n n0 : ι → ℝ}
    (hT : 0 < T) (hN : ∀ i ∈ s, 0 < N i) (hn : ∀ i ∈ s, 0 < n i) (hn0 : ∀ i ∈ s, 0 < n0 i)
    (hE : ∀ i ∈ s, E i = T * Real.log (1 + 1 / n0 i)) (hne : ∃ i ∈ s, N i ≠ n0 i) :
    ∑ i ∈ s, cellWork T (E i) (N i) (n i) < ∑ i ∈ s, availableWork T (E i) (n0 i) (N i) := by
  obtain ⟨j, hj, hjne⟩ := hne
  exact Finset.sum_lt_sum
    (fun i hi => (landsberg_mode_bound hT (hN i hi) (hn i hi) (hn0 i hi) (hE i hi)).1)
    ⟨j, hj, (landsberg_mode_bound hT (hN j hj) (hn j hj) (hn0 j hj) (hE j hj)).2 hjne⟩
```

In this theorem `s` denotes the finite set of modes, not the entropy. Each mode may have its own voltage; a cell with one common voltage is a special case. One mode with $N_i\ne n_{0,i}$ makes the sum strict.

## The cascade and its limit

```lean
/-- Occupation after `k` of `K ≥ 1` equal steps from `N` to `n0`. -/
def ladder (N n0 : ℝ) (K k : ℕ) : ℝ := N + (n0 - N) * ((k : ℝ) / K)
```

This is $x_k$.

```lean
/-- Work of a cascade of `K ≥ 1` cells, each absorbing the light emitted by the one before,
with occupations falling or rising in equal steps from `N` to `n0`. -/
def cascadeWork (T E N n0 : ℝ) (K : ℕ) : ℝ :=
  ∑ k ∈ range K, cellWork T E (ladder N n0 K k) (ladder N n0 K (k + 1))
```

The definition passes all light emitted by one stage to the next, which presupposes ideal one-way optics.

```lean
/-- Occupations along the cascade stay positive when both end points are positive. -/
theorem ladder_pos {N n0 : ℝ} (hN : 0 < N) (hn0 : 0 < n0) {K k : ℕ} (hk : k ≤ K) :
    0 < ladder N n0 K k := by
  have h0 : (0 : ℝ) ≤ (k : ℝ) / K := by positivity
  have h1 : (k : ℝ) / K ≤ 1 :=
    div_le_one_of_le₀ (by exact_mod_cast hk) (by positivity)
  unfold ladder
  rcases h0.eq_or_lt with h | h
  · rw [← h]
    simpa using hN
  · nlinarith [mul_pos hn0 h, mul_nonneg hN.le (sub_nonneg.2 h1)]
```

Each $x_k$ is a weighted mean of two positive numbers.

```lean
/-- For `T > 0` and positive `N`, `n0`, a cascade of `K ≥ 1` cells misses the available work
by at most `T (N - n0) (ln (1 + 1/n0) - ln (1 + 1/N)) / K`, and never exceeds it. -/
theorem cascade_loss {T N n0 : ℝ} (E : ℝ) (hT : 0 < T) (hN : 0 < N) (hn0 : 0 < n0)
    {K : ℕ} (hK : 0 < K) :
    availableWork T E n0 N - T * ((N - n0) * (affinity n0 - affinity N)) / K
        ≤ cascadeWork T E N n0 K ∧
      cascadeWork T E N n0 K ≤ availableWork T E n0 N := by
  have hK' : (K : ℝ) ≠ 0 := by exact_mod_cast hK.ne'
  have hstart : ladder N n0 K 0 = N := by simp [ladder]
  have hend : ladder N n0 K K = n0 := by
    rw [ladder, div_self hK']
    ring
  -- the available work telescopes along the cascade
  have hbal : ∀ m : ℕ, ∑ k ∈ range m, cellWork T E (ladder N n0 K k) (ladder N n0 K (k + 1)) =
      availableWork T E n0 (ladder N n0 K 0) - availableWork T E n0 (ladder N n0 K m)
        - T * ∑ k ∈ range m, entropyProduction (ladder N n0 K k) (ladder N n0 K (k + 1)) := by
    intro m
    induction m with
    | zero => simp
    | succ m ih =>
      rw [Finset.sum_range_succ, Finset.sum_range_succ, ih, work_balance T E n0]
      ring
  have hW := hbal K
  have hzero : availableWork T E n0 n0 = 0 := by simp [availableWork]
  rw [hstart, hend, hzero] at hW
  have hlow : 0 ≤ ∑ k ∈ range K,
      entropyProduction (ladder N n0 K k) (ladder N n0 K (k + 1)) := by
    apply Finset.sum_nonneg
    intro k hk
    have hk' := Finset.mem_range.1 hk
    exact entropyProduction_nonneg (ladder_pos hN hn0 hk'.le) (ladder_pos hN hn0 hk')
  -- each stage loses at most step size times change of affinity, which telescopes too
  have hup : ∑ k ∈ range K, entropyProduction (ladder N n0 K k) (ladder N n0 K (k + 1)) ≤
      (N - n0) / K * (affinity n0 - affinity N) := by
    have htel := Finset.sum_range_sub (fun k => affinity (ladder N n0 K k)) K
    rw [hstart, hend] at htel
    rw [← htel, Finset.mul_sum]
    apply Finset.sum_le_sum
    intro k hk
    have hk' := Finset.mem_range.1 hk
    have hrev := entropyProduction_nonneg (ladder_pos hN hn0 hk') (ladder_pos hN hn0 hk'.le)
    have hstep : (N - n0) / K = ladder N n0 K k - ladder N n0 K (k + 1) := by
      unfold ladder
      push_cast
      ring
    rw [hstep]
    unfold entropyProduction at hrev ⊢
    linarith
  have h1 := mul_nonneg hT.le hlow
  have h2 := mul_le_mul_of_nonneg_left hup hT.le
  have h3 : T * ((N - n0) / K * (affinity n0 - affinity N)) =
      T * ((N - n0) * (affinity n0 - affinity N)) / K := by ring
  rw [h3] at h2
  unfold cascadeWork
  exact ⟨by linarith, by linarith⟩
```

Induction on the number of stages proves the summed balance `hbal`. The lower bound on the total entropy production is `hlow`. The upper bound `hup` uses the reversed stage, `hrev`, and the telescoping sum `htel`. The energy $E$ is arbitrary here; with $E=TA(n_0)$ the limit below is the Landsberg value.

```lean
/-- For `T > 0` and positive `N`, `n0`, the work of the cascade tends to the available work as the
number of cells grows. -/
theorem cascade_tendsto {T N n0 : ℝ} (E : ℝ) (hT : 0 < T) (hN : 0 < N) (hn0 : 0 < n0) :
    Tendsto (cascadeWork T E N n0) atTop (𝓝 (availableWork T E n0 N)) := by
  have h := (tendsto_const_nhds (x := availableWork T E n0 N)).sub
    (tendsto_const_div_atTop_nhds_zero_nat (T * ((N - n0) * (affinity n0 - affinity N))))
  rw [sub_zero] at h
  refine tendsto_of_tendsto_of_tendsto_of_le_of_le' h tendsto_const_nhds ?_ ?_
  · filter_upwards [eventually_gt_atTop 0] with K hK
    exact (cascade_loss E hT hN hn0 hK).1
  · filter_upwards [eventually_gt_atTop 0] with K hK
    exact (cascade_loss E hT hN hn0 hK).2

end

end LandsbergModeBound
```

The work is squeezed between $B(N)$ minus a constant over $K$ and $B(N)$ itself.

```lean
#print axioms LandsbergModeBound.generalized_planck
#print axioms LandsbergModeBound.landsberg_mode_bound
#print axioms LandsbergModeBound.landsberg_total_bound
#print axioms LandsbergModeBound.cascade_tendsto
```

```
'LandsbergModeBound.generalized_planck' depends on axioms: [propext, Classical.choice, Quot.sound]
'LandsbergModeBound.landsberg_mode_bound' depends on axioms: [propext, Classical.choice, Quot.sound]
'LandsbergModeBound.landsberg_total_bound' depends on axioms: [propext, Classical.choice, Quot.sound]
'LandsbergModeBound.cascade_tendsto' depends on axioms: [propext, Classical.choice, Quot.sound]
```
